# Normal ordering of the sum of all words in a and b when ab − ba = 1

The sum of all words with m letters a and n letters b is defined here by a recursion on the first letter, not by a list of arrangements. A word that contains both letters starts with a or with b, and what follows is a shorter word. Writing S(m,n) for the sum, this gives

S(m,0) = aᵐ, S(0,n) = bⁿ,
S(m+1,n+1) = a S(m,n+1) + b S(m+1,n).

The letters are elements of an abstract algebra, and the only relation imposed on them is ab − ba = 1. For a bosonic mode, a is the annihilation operator, b is the creation operator a†, and the relation is the canonical commutator.

## Half a unit for each contraction

Let C(n,k) be the binomial coefficient, and define the normally ordered sum

W(m,n) = Σₖ k! C(m,k) C(n,k) 2⁻ᵏ bⁿ⁻ᵏ aᵐ⁻ᵏ, with k from 0 to n.

Terms with k > m vanish because C(m,k) = 0. The identity is

S(m,n) = C(m+n,m) W(m,n).

There are C(m+n,m) words, so W(m,n) is their average, the Weyl-ordered monomial. The index k counts contractions: k letters a are paired with k letters b in k! C(m,k) C(n,k) ways, and each pair contributes one half. The smallest mixed cases are

W(1,1) = ba + 1/2,
W(2,2) = b²a² + 2ba + 1/2.

## Wigner averages and anharmonic matrix elements

For a single bosonic mode, the identity converts symmetrically ordered moments into the normally ordered moments that describe particle numbers and their correlations. A code that samples a Wigner function can use this conversion to report normally ordered moments, because the phase-space average of αᵐ(α*)ⁿ is the expectation value of W(m,n). With ⟨·⟩ for the quantum expectation value and E for the exact phase-space average, which the samples estimate,

⟨ba⟩ = E|α|² − 1/2,
⟨b²a²⟩ = E|α|⁴ − 2E|α|² + 1/2.

In the vacuum, E|α|² = 1/2 and E|α|⁴ = 1/2, and both right-hand sides are zero, as they should be. This makes a quick test of the estimator.

The same coefficients appear in powers of an oscillator coordinate. In (a+b)⁴ the part that conserves the number of quanta is

6 W(2,2) = 6b²a² + 12ba + 3.

Its value in the normalised number state with j quanta is 6j² + 6j + 3. This can be compared with the diagonal of a quartic potential matrix once the scale of the coordinate is included: for the coordinate (a+b)/√2, the fourth power has a quarter of this value on its diagonal.

## From one added letter to the full sum

**Adding a letter b.** Pascal's rule C(n+1,k) = C(n,k) + C(n,k−1) splits W(m,n+1) into two sums. The first is b W(m,n). In the second, put k = j+1 and use (j+1) C(m,j+1) = m C(m−1,j). For m ≥ 1 this gives

W(m,n+1) = b W(m,n) + (m/2) W(m−1,n).

For m = 0 the last term is absent, and the equation reads bⁿ⁺¹ = b bⁿ.

**Multiplying by a.** The second rule is

a W(m,n) = W(m+1,n) + (n/2) W(m,n−1),

again without the last term when n = 0. It follows by induction on n, for all m at once. At n = 0 it says a aᵐ = aᵐ⁺¹. For the step, expand W(m,n+1) by the first rule and replace ab by ba + 1:

a W(m,n+1) = b a W(m,n) + W(m,n) + (m/2) a W(m−1,n).

The induction hypothesis, used at m and at m−1, turns the right-hand side into

b W(m+1,n) + (n/2) b W(m,n−1) + W(m,n) + (m/2) W(m,n) + (mn/4) W(m−1,n−1).

By the first rule, the second and last terms add up to (n/2) W(m,n). The total is therefore

b W(m+1,n) + ((m+1)/2) W(m,n) + ((n+1)/2) W(m,n),

and the first two terms of this are W(m+1,n+1). Terms carrying a factor m or n are absent when that number is zero.

**The recursion for S.** If m = 0 or n = 0, both sides of the identity are the same pure power. Otherwise, assume the identity for the two shorter sums:

S(m+1,n+1) = C(m+n+1,m) a W(m,n+1) + C(m+n+1,m+1) b W(m+1,n).

The two rules give

a W(m,n+1) = W(m+1,n+1) + ((n+1)/2) W(m,n),
b W(m+1,n) = W(m+1,n+1) − ((m+1)/2) W(m,n).

The terms in W(m,n) cancel because

C(m+n+1,m)(n+1) = C(m+n+1,m+1)(m+1).

The two remaining binomials add up to C(m+n+2,m+1), which completes the induction.

**Powers of a linear combination.** For scalars x and y,

(xa + yb)ᴺ = Σ xᵐ yⁿ S(m,n), summed over m+n = N.

At N = 0 both sides are 1. Multiplying the expansion for N by xa + yb from the left gives, as the coefficient of xᵐyⁿ, the sum a S(m−1,n) + b S(m,n−1), where a term with a negative index is omitted. This is S(m,n) by the recursion, or by aᵐ = a aᵐ⁻¹ and bⁿ = b bⁿ⁻¹ at the edges. No commutator is used. Inserting the main identity, which does need it, gives

(xa + yb)ᴺ = Σ xᵐ yⁿ C(N,m) W(m,n), summed over m+n = N.

## The identity and its proof in Lean

```lean
import Mathlib

open Finset

namespace WeylToNormalOrder

noncomputable section

variable (K : Type*) {R : Type*} [Field K] [CharZero K] [Ring R] [Algebra K R]

/-- The sum of all words with `m` letters `a` and `n` letters `b`, built by splitting off
the first letter. -/
def wordSum (a b : R) : ℕ → ℕ → R
  | m, 0 => a ^ m
  | 0, n + 1 => b ^ (n + 1)
  | m + 1, n + 1 => a * wordSum a b m (n + 1) + b * wordSum a b (m + 1) n
termination_by m n => m + n

/-- The normally ordered sum over `k` contractions, each of weight one half, of `m` letters `a`
with `n` letters `b`. -/
def weylMonomial (a b : R) (m n : ℕ) : R :=
  ∑ k ∈ range (n + 1),
    ((k.factorial : K) * (m.choose k : K) * (n.choose k : K) * (1 / 2 : K) ^ k) •
      (b ^ (n - k) * a ^ (m - k))

omit [CharZero K] in
lemma weylMonomial_zero_left (a b : R) (n : ℕ) : weylMonomial K a b 0 n = b ^ n := by
  unfold weylMonomial
  rw [sum_range_succ']
  simp

omit [CharZero K] in
lemma weylMonomial_zero_right (a b : R) (m : ℕ) : weylMonomial K a b m 0 = a ^ m := by
  simp [weylMonomial]

lemma wordSum_zero_left (a b : R) (n : ℕ) : wordSum a b 0 n = b ^ n := by
  cases n <;> simp [wordSum]

lemma wordSum_zero_right (a b : R) (m : ℕ) : wordSum a b m 0 = a ^ m := by
  simp [wordSum]

omit [CharZero K] in
/-- The `N`-th power of a linear combination of `a` and `b` is the generating polynomial of
the word sums, whatever the commutator of `a` and `b`. -/
theorem pow_eq_sum_wordSum (a b : R) (x y : K) (N : ℕ) :
    (x • a + y • b) ^ N =
      ∑ p ∈ antidiagonal N, (x ^ p.1 * y ^ p.2) • wordSum a b p.1 p.2 := by
  induction N with
  | zero => simp [wordSum_zero_right]
  | succ N ih =>
    -- separate the words by their first letter
    let A : ℕ × ℕ → R := fun p =>
      if p.1 = 0 then 0 else (x ^ p.1 * y ^ p.2) • (a * wordSum a b (p.1 - 1) p.2)
    let B : ℕ × ℕ → R := fun p =>
      if p.2 = 0 then 0 else (x ^ p.1 * y ^ p.2) • (b * wordSum a b p.1 (p.2 - 1))
    have hsplit : ∑ p ∈ antidiagonal (N + 1), (x ^ p.1 * y ^ p.2) • wordSum a b p.1 p.2
        = ∑ p ∈ antidiagonal (N + 1), A p + ∑ p ∈ antidiagonal (N + 1), B p := by
      rw [← sum_add_distrib]
      apply sum_congr rfl
      rintro ⟨m, n⟩ hp
      rw [HasAntidiagonal.mem_antidiagonal] at hp
      rcases m with _ | m <;> rcases n with _ | n
      · simp at hp
      · simp [A, B, wordSum_zero_left, pow_succ']
      · simp [A, B, wordSum_zero_right, pow_succ']
      · simp [A, B, wordSum, smul_add]
    have hA : ∑ p ∈ antidiagonal (N + 1), A p =
        ∑ p ∈ antidiagonal N, (x ^ (p.1 + 1) * y ^ p.2) • (a * wordSum a b p.1 p.2) := by
      rw [Finset.Nat.sum_antidiagonal_succ]
      simp [A]
    have hB : ∑ p ∈ antidiagonal (N + 1), B p =
        ∑ p ∈ antidiagonal N, (x ^ p.1 * y ^ (p.2 + 1)) • (b * wordSum a b p.1 p.2) := by
      rw [Finset.Nat.sum_antidiagonal_succ']
      simp [B]
    rw [pow_succ', ih, hsplit, hA, hB, ← sum_add_distrib, mul_sum]
    apply sum_congr rfl
    intro p _
    simp only [add_mul, smul_mul_assoc, mul_smul_comm]
    module

/-- Adding one letter `b`: it either stands on the left, or is contracted with one of the
`m` letters `a` with weight one half. -/
theorem weylMonomial_succ (a b : R) (m n : ℕ) :
    weylMonomial K a b m (n + 1) =
      b * weylMonomial K a b m n + ((m : K) / 2) • weylMonomial K a b (m - 1) n := by
  rcases m with _ | m
  · simp [weylMonomial_zero_left, pow_succ']
  unfold weylMonomial
  have hb : b * ∑ k ∈ range (n + 1), ((k.factorial : K) * ((m + 1).choose k : K) *
        (n.choose k : K) * (1 / 2 : K) ^ k) • (b ^ (n - k) * a ^ (m + 1 - k)) =
      ∑ k ∈ range (n + 1 + 1), ((k.factorial : K) * ((m + 1).choose k : K) *
        (n.choose k : K) * (1 / 2 : K) ^ k) • (b ^ (n + 1 - k) * a ^ (m + 1 - k)) := by
    rw [sum_range_succ _ (n + 1), Nat.choose_succ_self n, mul_sum]
    simp only [Nat.cast_zero, mul_zero, zero_mul, zero_smul, add_zero]
    apply sum_congr rfl
    intro k hk
    have hk' : n + 1 - k = (n - k) + 1 := by
      have := mem_range.1 hk
      omega
    rw [hk', pow_succ', mul_smul_comm, mul_assoc b]
  rw [hb, sum_range_succ' _ (n + 1), sum_range_succ' _ (n + 1), smul_sum,
    add_right_comm, ← sum_add_distrib]
  congr 1
  · apply sum_congr rfl
    intro k _
    simp only [Nat.add_sub_add_right, Nat.add_sub_cancel]
    rw [smul_smul, ← add_smul]
    congr 1
    -- Pascal's rule in n and absorption in m
    have h : ((m : K) + 1) * (m.choose k : K) =
        ((m + 1).choose (k + 1) : K) * ((k : K) + 1) := by
      exact_mod_cast Nat.add_one_mul_choose_eq m k
    rw [Nat.choose_succ_succ' n k, Nat.factorial_succ]
    simp only [Nat.cast_add, Nat.cast_mul, Nat.cast_one]
    linear_combination (-(k.factorial : K) * (n.choose k : K) * (1 / 2 : K) ^ (k + 1)) * h
  · simp

/-- For `ab - ba = 1`, multiplying by `a` from the left adds one letter `a`, plus one half for each
contraction with one of the `n` letters `b`. -/
theorem mul_weylMonomial {a b : R} (hab : a * b - b * a = 1) (m n : ℕ) :
    a * weylMonomial K a b m n =
      weylMonomial K a b (m + 1) n + ((n : K) / 2) • weylMonomial K a b m (n - 1) := by
  induction n generalizing m with
  | zero => simp [weylMonomial_zero_right, pow_succ']
  | succ n ih =>
    have hc : a * b = b * a + 1 := sub_eq_iff_eq_add'.mp hab
    have hq : ((n : K) / 2) • weylMonomial K a b m n = ((n : K) / 2) •
        (b * weylMonomial K a b m (n - 1) +
          ((m : K) / 2) • weylMonomial K a b (m - 1) (n - 1)) := by
      rcases n with _ | n
      · simp
      · rw [weylMonomial_succ K a b m n, Nat.add_sub_cancel]
    have hm : ((m : K) / 2) • (a * weylMonomial K a b (m - 1) n) = ((m : K) / 2) •
        (weylMonomial K a b m n + ((n : K) / 2) • weylMonomial K a b (m - 1) (n - 1)) := by
      rcases m with _ | m
      · simp
      · rw [Nat.add_sub_cancel, ih m]
    -- move a past the new letter b
    rw [weylMonomial_succ K a b m n, weylMonomial_succ K a b (m + 1) n, mul_add,
      mul_smul_comm, hm, ← mul_assoc a b, hc, add_mul, one_mul, mul_assoc, ih m,
      mul_add, mul_smul_comm]
    simp only [Nat.add_sub_cancel, Nat.cast_add, Nat.cast_one]
    linear_combination (norm := module) (-1 : K) • hq

/-- Weyl order to normal order: for `ab - ba = 1`, the sum of all words with `m` letters `a`
and `n` letters `b`, written with every `b` to the left of every `a`. -/
theorem wordSum_eq_normal {a b : R} (hab : a * b - b * a = 1) (m n : ℕ) :
    wordSum a b m n = ((m + n).choose m : K) • ∑ k ∈ range (n + 1),
      ((k.factorial : K) * (m.choose k : K) * (n.choose k : K) * (1 / 2 : K) ^ k) •
        (b ^ (n - k) * a ^ (m - k)) := by
  change wordSum a b m n = ((m + n).choose m : K) • weylMonomial K a b m n
  induction m generalizing n with
  | zero => simp [wordSum_zero_left, weylMonomial_zero_left]
  | succ m ihm =>
    induction n with
    | zero => simp [wordSum_zero_right, weylMonomial_zero_right]
    | succ n ihn =>
      have h1 := mul_weylMonomial K hab m (n + 1)
      have h2 := eq_sub_of_add_eq (weylMonomial_succ K a b (m + 1) n).symm
      simp only [Nat.add_sub_cancel, Nat.cast_add, Nat.cast_one] at h1 h2
      have key : ((m + (n + 1)).choose m : K) * (((n : K) + 1) / 2) =
          ((m + (n + 1)).choose (m + 1) : K) * (((m : K) + 1) / 2) := by
        have h := Nat.choose_succ_right_eq (m + (n + 1)) m
        rw [Nat.add_sub_cancel_left] at h
        have h' : ((m + (n + 1)).choose (m + 1) : K) * ((m : K) + 1) =
            ((m + (n + 1)).choose m : K) * ((n : K) + 1) := by exact_mod_cast h
        linear_combination (-1 / 2 : K) * h'
      have e1 : m + 1 + n = m + (n + 1) := by omega
      have e2 : m + 1 + (n + 1) = m + (n + 1) + 1 := by omega
      -- the contraction terms of the two first letters cancel
      rw [wordSum, ihm (n + 1), ihn, mul_smul_comm, mul_smul_comm, h1, h2, e1, e2,
        Nat.choose_succ_succ' (m + (n + 1)) m, Nat.cast_add, smul_add, smul_sub,
        smul_smul, smul_smul, key, add_smul]
      abel

/-- Normally ordered expansion of the `N`-th power of a linear combination of `a` and `b`
with `ab - ba = 1`. -/
theorem pow_eq_sum_normal {a b : R} (hab : a * b - b * a = 1) (x y : K) (N : ℕ) :
    (x • a + y • b) ^ N = ∑ p ∈ antidiagonal N,
      (x ^ p.1 * y ^ p.2 * (N.choose p.1 : K)) • weylMonomial K a b p.1 p.2 := by
  rw [pow_eq_sum_wordSum]
  apply sum_congr rfl
  intro p hp
  rw [wordSum_eq_normal K hab, smul_smul, HasAntidiagonal.mem_antidiagonal.1 hp]
  rfl

/-- Differentiation on polynomials. -/
def lowering : Module.End K (Polynomial K) := Polynomial.derivative

/-- Multiplication by the variable on polynomials. -/
def raising : Module.End K (Polynomial K) := LinearMap.mulLeft K Polynomial.X

omit [CharZero K] in
/-- Differentiation and multiplication by the variable satisfy `ab - ba = 1`. -/
theorem commutator_witness :
    lowering K * raising K - raising K * lowering K = 1 := by
  refine LinearMap.ext fun p => ?_
  change Polynomial.derivative (Polynomial.X * p) -
    Polynomial.X * Polynomial.derivative p = p
  rw [Polynomial.derivative_mul, Polynomial.derivative_X, one_mul, add_sub_cancel_right]

end

end WeylToNormalOrder
```

```lean
#print axioms WeylToNormalOrder.wordSum_eq_normal
#print axioms WeylToNormalOrder.pow_eq_sum_normal
```

```
'WeylToNormalOrder.wordSum_eq_normal' depends on axioms: [propext, Classical.choice, Quot.sound]
'WeylToNormalOrder.pow_eq_sum_normal' depends on axioms: [propext, Classical.choice, Quot.sound]
```

## Scalars, letters and sums in the Lean statements

The field `K` holds the scalars and has characteristic zero, so ℚ, ℝ and ℂ all qualify. The ring `R` is an algebra over `K` and need not be commutative. The symbol `•` multiplies an element of `R` by a scalar. `wordSum a b m n` is S(m,n), and `weylMonomial K a b m n` is W(m,n). The order of the indices is fixed throughout: m counts the letters a, n the letters b.

`wordSum_eq_normal` states the main identity for every pair of natural numbers, with the normally ordered sum written out. Its hypothesis `hab` is the commutator. `pow_eq_sum_wordSum` and `pow_eq_sum_normal` are the two expansions of the power; their index `p` runs over `antidiagonal N`, the pairs with `p.1 + p.2 = N`.

The commutator is assumed and not derived from a quantisation rule. It stands for a bosonic mode with ladder operators in dimensionless units. `commutator_witness` exhibits a concrete pair that satisfies it, differentiation and multiplication by X on polynomials: (Xp)′ − Xp′ = p.

## How Lean follows the two rules

The four short lemmas on zero indices supply the pure powers. `weylMonomial_succ` is the rule for adding b. There `sum_range_succ'` splits off the term k = 0 and shifts the index, `Nat.choose_succ_succ'` is Pascal's rule, and `Nat.add_one_mul_choose_eq` supplies the factor m. `mul_weylMonomial` is the rule for multiplying by a; `generalizing m` makes the induction hypothesis available at m−1 as well as at m.

In `wordSum_eq_normal`, an outer induction on m and an inner one on n provide the two shorter sums. `h1` and `h2` are the two rules, `key` is the equality of binomials behind the cancellation, and `abel` collects the additive terms. In `pow_eq_sum_wordSum`, the functions `A` and `B` separate words by their first letter. `pow_eq_sum_normal` then substitutes the main identity term by term.

The device on which the proof turns is the last line of `mul_weylMonomial`:

`linear_combination (norm := module) (-1 : K) • hq`

By then, all reordering of operators has been done by explicit rewriting. What remains is an equation between linear combinations of elements of `R`, with coefficients in `K`. The tactic `linear_combination` accounts for the difference between its two sides by −1 times the equation `hq`, and `module` checks that the coefficients match. It treats a product such as b W(m,n−1) as a single vector, so it never has to commute a with b.

The equation `hq` is the rule for adding b, multiplied by n/2. That factor matters because subtraction of natural numbers in Lean stops at zero. At n = 0 the expression `n - 1` is again 0, and the rule without its factor would be false there; with it, both sides vanish. `hm` carries the factor m/2 for the same reason.

## One exact mode and truncated matrices

The theorems cover one pair of letters and finite polynomials in them. They involve no Hilbert space, no adjoint and no state, so they say nothing about operator domains, the convergence of infinite series or the sampling error of a Wigner average. The annihilation and creation operators of a fermionic mode, for which ab + ba = 1, do not satisfy the hypothesis.

The matrices in a simulation code do not satisfy it either. The trace of a commutator of d × d matrices is zero, whereas the trace of the identity is d. For the usual ladder matrices, truncated to the levels 0 to d−1, the commutator is correct except in the last diagonal entry, which is 1 − d instead of 1.

A numerical comparison of S(m,n) with its normal order should therefore be restricted to the columns j with j + n ≤ d − 1. A word with n raising operators, applied to level j, then never passes the cutoff, and both sides agree up to rounding. In higher columns, a mismatch may come from the truncation and is not by itself a sign of wrong coefficients.

Coefficients generated from W(m,n) avoid the problem at its source. In a normally ordered term the lowering operators act first, so no intermediate level lies above both the initial and the final one. An anharmonic matrix built from such terms has correct entries throughout the retained block, while repeated multiplication of truncated coordinate matrices can spoil the entries near the cutoff.
